# The free-diffusion kernel corrected for a planar node is positive between two points on the positive side

The failing theorem, `nodeKernel_pos`, concerns a free diffusion step in one coordinate, with a planar node at the origin and no potential. The kernel is the centred Gaussian density of variance τ at x − y, multiplied by the correction factor 1 − exp(−2xy/τ). The theorem states that this product is strictly positive whenever τ, x and y are all positive. The attempt proves each factor positive: the Gaussian by the earlier lemma `gauss_pos`, and the correction because its exponent is negative, which makes the exponential less than 1.

This version doesn't compile in Lean 4 with Mathlib:

```lean
import Mathlib

open MeasureTheory Set

namespace NodeKernelPos

noncomputable section

/-- The centred Gaussian density of variance `τ`, for `τ > 0`. -/
def gauss (τ u : ℝ) : ℝ :=
  Real.exp (-u ^ 2 / (2 * τ)) / Real.sqrt (2 * Real.pi * τ)

/-- The free diffusion step between `x` and `y` times the correction factor for a planar node
at the origin, for `τ > 0`. -/
def nodeKernel (τ x y : ℝ) : ℝ :=
  gauss τ (x - y) * (1 - Real.exp (-(2 * x * y) / τ))

/-- The Gaussian density of variance `τ > 0` is positive everywhere. -/
theorem gauss_pos {τ : ℝ} (hτ : 0 < τ) (u : ℝ) : 0 < gauss τ u := by
  unfold gauss
  positivity

/-- For `τ > 0` the corrected kernel is positive between two points on the positive side of
the node. -/
theorem nodeKernel_pos {τ x y : ℝ} (hτ : 0 < τ) (hx : 0 < x) (hy : 0 < y) :
    0 < nodeKernel τ x y := by
  have h : -(2 * x * y) / τ < 0 :=
    div_neg_of_neg_of_pos (neg_neg_of_pos (by positivity)) hτ
  exact mul_pos (gauss_pos hτ _) (sub_pos.2 (Real.exp_lt_one h))

end

end NodeKernelPos
```

The compiler's answer:

```
Main.lean:29:45: error(lean.unknownIdentifier): Unknown constant `Real.exp_lt_one`
```

The message says that Lean knows no constant called `Real.exp_lt_one`. The proof calls it as a lemma that turns a negative exponent into an exponential below 1, but there is no declaration of that name for Lean to use. The fault is in the name and not in the mathematics: the hypothesis `h`, that the exponent is negative, is just what the step needs.

The repair uses `Real.exp_lt_one_iff`, which states the same fact as an equivalence: the exponential of a real number is less than 1 if and only if the number is negative. Because it is an equivalence, it can't be applied directly to `h`, so the repair adds `.2` to select the direction from the negative exponent to the bound on the exponential. `sub_pos.2` then turns that bound into the positivity of the correction factor, as the original proof intended.

Lean accepts the file once it reads:

```diff
@@ -27,5 +27,5 @@
   have h : -(2 * x * y) / τ < 0 :=
     div_neg_of_neg_of_pos (neg_neg_of_pos (by positivity)) hτ
-  exact mul_pos (gauss_pos hτ _) (sub_pos.2 (Real.exp_lt_one h))
+  exact mul_pos (gauss_pos hτ _) (sub_pos.2 (Real.exp_lt_one_iff.2 h))
 
 end
```
